# Second virial coefficient of soft spheres with exponent n > 3

To correct the ideal-gas pressure of a dilute gas, one evaluates \(B_2\) in \(p=\rho k_BT(1+B_2\rho+\dots)\), where \(\rho\) is the number density and \(T\) the temperature. For classical particles with the purely repulsive pair energy \(u(r)=\varepsilon(\sigma/r)^n\), this step reduces to a formula. With \(\beta=1/k_BT\), positive \(\beta,\varepsilon,\sigma\) and real \(n>3\),

\[
B_2=2\pi\int_0^\infty\left(1-e^{-\beta u(r)}\right)r^2\,dr=\frac{2\pi}{3}\sigma^3(\beta\varepsilon)^{3/n}\,\Gamma\!\left(1-\frac3n\right).
\]

Within this model, the formula also gives a reference value for a numerical virial quadrature in simulation work.

## The potential and its virial integral

```lean
import Mathlib

open MeasureTheory Set Filter
open scoped Real Topology

namespace SoftSphereVirial

noncomputable section

/-- The inverse-power repulsion `ε (σ / r) ^ n` between two particles at distance `r > 0`. -/
def softSphere (ε σ n r : ℝ) : ℝ := ε * (σ / r) ^ n
```

`softSphere ε σ n r` is \(u(r)\), with energy scale \(\varepsilon\) and length scale \(\sigma\). The exponent `n` is real, not necessarily an integer.

```lean
/-- The radial integrand `(1 - exp (-β u(r))) r²` of the second virial coefficient. -/
def virialIntegrand (u : ℝ → ℝ) (β r : ℝ) : ℝ := (1 - Real.exp (-(β * u r))) * r ^ 2
```

The argument `u : ℝ → ℝ` is any function of distance, so this definition is not tied to soft spheres.

```lean
/-- The second virial coefficient of a spherically symmetric pair potential `u` at inverse
temperature `β`, for a convergent virial integral. -/
def secondVirial (u : ℝ → ℝ) (β : ℝ) : ℝ := 2 * π * ∫ r in Ioi (0 : ℝ), virialIntegrand u β r
```

`Ioi (0 : ℝ)` is the open interval \((0,\infty)\). The definition takes the three-dimensional integral as the meaning of \(B_2\); that this number is the density coefficient in the pressure comes from classical statistical mechanics and is assumed here.

```lean
/-- The virial integrand for the Boltzmann exponent `a r ^ (-n)`, at distance `r > 0`. -/
def reducedIntegrand (a n r : ℝ) : ℝ := (1 - Real.exp (-(a * r ^ (-n)))) * r ^ 2
```

This is \(f(r)=(1-e^{-ar^{-n}})r^2\). The single constant \(a\) will later be \(\beta\varepsilon\sigma^n\).

## Convergence at short and long distance

```lean
/-- A whole power of a positive distance can be split off from a real power. -/
theorem rpow_split {r s t : ℝ} (hr : 0 < r) (k : ℕ) (h : s = t + k) :
    r ^ s = r ^ t * r ^ k := by
  rw [h, Real.rpow_add hr, Real.rpow_natCast]
```

If \(s=t+k\) with \(k\) a natural number, then \(r^s=r^t r^k\) for \(r>0\). In the Lean statement, `hr : 0 < r` and `h : s = t + k` are the hypotheses, and the other bracketed names are variables.

```lean
/-- For `a > 0` and `r ≥ 0` the reduced integrand is nonnegative and is bounded both by `r²`
and by `a r ^ (-n) r²`. -/
theorem reduced_bounds {a n r : ℝ} (ha : 0 < a) (hr : 0 ≤ r) :
    0 ≤ reducedIntegrand a n r ∧ reducedIntegrand a n r ≤ r ^ 2 ∧
      reducedIntegrand a n r ≤ a * r ^ (-n) * r ^ 2 := by
  have hx : 0 ≤ a * r ^ (-n) := mul_nonneg ha.le (Real.rpow_nonneg hr _)
  have h1 : Real.exp (-(a * r ^ (-n))) ≤ 1 := Real.exp_le_one_iff.2 (by linarith)
  have h2 := Real.exp_pos (-(a * r ^ (-n)))
  have h3 := Real.add_one_le_exp (-(a * r ^ (-n)))
  unfold reducedIntegrand
  exact ⟨mul_nonneg (by linarith) (sq_nonneg r),
    mul_le_of_le_one_left (sq_nonneg r) (by linarith),
    mul_le_mul_of_nonneg_right (by linarith) (sq_nonneg r)⟩
```

Put \(x=ar^{-n}\ge0\). From \(0<e^{-x}\le1\) and \(1-x\le e^{-x}\) it follows that \(0\le1-e^{-x}\le1\) and \(1-e^{-x}\le x\). Multiplying by \(r^2\) gives \(0\le f\le r^2\) and \(f\le ar^{2-n}\).

```lean
/-- For `a > 0` and `n > 3`, the reduced virial integral converges. -/
theorem reduced_integrable {a n : ℝ} (ha : 0 < a) (hn : 3 < n) :
    IntegrableOn (reducedIntegrand a n) (Ioi 0) := by
  have hm : Measurable (reducedIntegrand a n) := by
    unfold reducedIntegrand
    fun_prop
  rw [← Ioc_union_Ioi_eq_Ioi (zero_le_one' ℝ)]
  refine IntegrableOn.union ?_ ?_
  · -- at short distance compare with `r ^ 2`
    refine Integrable.mono' ((continuous_pow 2).integrableOn_Ioc) hm.aestronglyMeasurable ?_
    refine (ae_restrict_iff' measurableSet_Ioc).2 (ae_of_all _ fun r hr => ?_)
    have hb := reduced_bounds (n := n) ha hr.1.le
    rw [Real.norm_of_nonneg hb.1]
    exact hb.2.1
  · -- at long distance compare with `a r ^ (2 - n)`
    have h2 := Integrable.const_mul
      ((integrableOn_Ioi_rpow_iff (s := 2 - n) one_pos).2 (by linarith)) a
    refine Integrable.mono' h2 hm.aestronglyMeasurable ?_
    refine (ae_restrict_iff' measurableSet_Ioi).2 (ae_of_all _ fun r hr => ?_)
    have hr0 : 0 < r := lt_trans one_pos hr
    have hb := reduced_bounds (n := n) ha hr0.le
    rw [Real.norm_of_nonneg hb.1,
      rpow_split (s := 2 - n) (t := -n) hr0 2 (by push_cast; ring), ← mul_assoc]
    exact hb.2.2
```

`IntegrableOn` states convergence. The proof splits the range at \(r=1\) and uses one bound on each side:

\[
\int_0^1 f\,dr\le\frac13,\qquad \int_1^\infty f\,dr\le a\int_1^\infty r^{2-n}\,dr=\frac{a}{n-3}.
\]

Physically, \(n>3\) means that the repulsion decays faster than \(1/r^3\), the inverse of the growth of the volume within distance \(r\). At \(n=3\) the integrand behaves as \(a/r\) at large \(r\) and the integral diverges logarithmically, so the condition does not extend to \(n\ge3\).

## From the virial integral to a Gamma function

```lean
/-- For `a > 0` and `n > 3`, the integral of `n r ^ (2 - n) exp (-a r ^ (-n))` over `r > 0` equals
`(1 / a) ^ (1 - 3 / n) Γ(1 - 3 / n)`. -/
theorem gamma_integral {a n : ℝ} (ha : 0 < a) (hn : 3 < n) :
    ∫ r in Ioi (0 : ℝ), n * r ^ (2 - n) * Real.exp (-(a * r ^ (-n))) =
      (1 / a) ^ (1 - 3 / n) * Real.Gamma (1 - 3 / n) := by
  have hn0 : 0 < n := by linarith
  have hs : 0 < 1 - 3 / n := sub_pos.2 ((div_lt_one hn0).2 hn)
  have h := integral_comp_rpow_Ioi
    (fun y : ℝ => y ^ (1 - 3 / n - 1) * Real.exp (-(a * y))) (neg_ne_zero.2 hn0.ne')
  rw [Real.integral_rpow_mul_exp_neg_mul_Ioi hs ha] at h
  rw [← h]
  refine setIntegral_congr_fun measurableSet_Ioi fun r hr => ?_
  have hr0 : 0 < r := hr
  have e : (r ^ (-n)) ^ (1 - 3 / n - 1) = r ^ 3 := by
    have h3 : n * (3 / n) = 3 := by field_simp
    rw [← Real.rpow_mul hr0.le, ← Real.rpow_natCast r 3]
    congr 1
    push_cast
    linear_combination h3
  have e2 : r ^ (2 - n) = r ^ (-n - 1) * r ^ 3 := rpow_split hr0 3 (by push_cast; ring)
  simp only [smul_eq_mul, abs_neg, abs_of_pos hn0, e, e2]
  ring
```

Substitute \(y=r^{-n}\), so that \(dy=-nr^{-n-1}dr\) and \(r^3=y^{-3/n}\). The limits are exchanged, which absorbs the minus sign:

\[
\int_0^\infty nr^{2-n}e^{-ar^{-n}}dr=\int_0^\infty y^{-3/n}e^{-ay}dy=a^{-(1-3/n)}\,\Gamma\!\left(1-\frac3n\right).
\]

The last step sets \(t=ay\) in Euler's integral. In Lean, `integral_comp_rpow_Ioi` performs the substitution, and `e` records \(y^{-3/n}=r^3\).

```lean
/-- For `a > 0` and `n > 3`, the reduced virial integral equals
`a ^ (3 / n) Γ(1 - 3 / n) / 3`. -/
theorem reduced_integral {a n : ℝ} (ha : 0 < a) (hn : 3 < n) :
    ∫ r in Ioi (0 : ℝ), reducedIntegrand a n r =
      a ^ (3 / n) * Real.Gamma (1 - 3 / n) / 3 := by
  have hn0 : 0 < n := by linarith
  have hs : 0 < 1 - 3 / n := sub_pos.2 ((div_lt_one hn0).2 hn)
  have hf := reduced_integrable ha hn
  have hg : IntegrableOn (fun r : ℝ => n * r ^ (2 - n) * Real.exp (-(a * r ^ (-n))))
      (Ioi 0) := by
    by_contra hni
    have h0 := integral_undef hni
    rw [gamma_integral ha hn] at h0
    exact (mul_pos (Real.rpow_pos_of_pos (by positivity) _) (Real.Gamma_pos_of_pos hs)).ne' h0
  let F : ℝ → ℝ := fun r => r / 3 * reducedIntegrand a n r
  have hF : ∀ r : ℝ, 0 ≤ r →
      0 ≤ F r ∧ F r ≤ r / 3 * r ^ 2 ∧ F r ≤ r / 3 * (a * r ^ (-n) * r ^ 2) := by
    intro r hr
    obtain ⟨h0, h1, h2⟩ := reduced_bounds (n := n) ha hr
    have h3 : 0 ≤ r / 3 := by positivity
    exact ⟨mul_nonneg h3 h0, mul_le_mul_of_nonneg_left h1 h3, mul_le_mul_of_nonneg_left h2 h3⟩
  -- the boundary terms vanish at the origin and at infinity
  have hF0 : F 0 = 0 := by simp [F]
  have hcont : ContinuousWithinAt F (Ici 0) 0 := by
    have ht : Tendsto (fun r : ℝ => r / 3 * r ^ 2) (𝓝 0) (𝓝 0) :=
      Continuous.tendsto' (by fun_prop) 0 0 (by norm_num)
    unfold ContinuousWithinAt
    rw [hF0]
    refine squeeze_zero' ?_ ?_ (ht.mono_left nhdsWithin_le_nhds)
    · filter_upwards [self_mem_nhdsWithin] with r hr using (hF r hr).1
    · filter_upwards [self_mem_nhdsWithin] with r hr using (hF r hr).2.1
  have hinf : Tendsto F atTop (𝓝 0) := by
    have ht := (tendsto_rpow_neg_atTop (sub_pos.2 hn)).const_mul (a / 3)
    rw [mul_zero] at ht
    refine squeeze_zero' ?_ ?_ ht
    · filter_upwards [eventually_gt_atTop 0] with r hr using (hF r hr.le).1
    · filter_upwards [eventually_gt_atTop 0] with r hr
      rw [rpow_split (s := -(n - 3)) (t := -n) hr 3 (by push_cast; ring)]
      linarith [(hF r hr.le).2.2]
  have hderiv : ∀ r ∈ Ioi (0 : ℝ), HasDerivAt F (reducedIntegrand a n r -
      a / 3 * (n * r ^ (2 - n) * Real.exp (-(a * r ^ (-n))))) r := by
    intro r hr
    have hr0 : 0 < r := hr
    have h1 := Real.hasDerivAt_rpow_const (x := r) (p := -n) (Or.inl hr0.ne')
    have h2 := ((h1.const_mul a).fun_neg.exp).const_sub 1
    refine (((hasDerivAt_id' r).div_const 3).fun_mul
      (h2.fun_mul (hasDerivAt_pow 2 r))).congr_deriv ?_
    rw [rpow_split (s := 2 - n) (t := -n - 1) hr0 3 (by push_cast; ring)]
    unfold reducedIntegrand
    push_cast
    ring
  have hg' := Integrable.const_mul hg (a / 3)
  have key := integral_Ioi_of_hasDerivAt_of_tendsto hcont hderiv (Integrable.sub hf hg') hinf
  rw [integral_sub hf hg', integral_const_mul, gamma_integral ha hn, hF0] at key
  have hp : a * (1 / a) ^ (1 - 3 / n) = a ^ (3 / n) := by
    rw [one_div, Real.inv_rpow ha.le, ← Real.rpow_neg ha.le]
    calc a * a ^ (-(1 - 3 / n)) = a ^ (1 : ℝ) * a ^ (-(1 - 3 / n)) := by rw [Real.rpow_one]
      _ = a ^ (3 / n) := by
        rw [← Real.rpow_add ha]
        congr 1
        ring
  linear_combination key + Real.Gamma (1 - 3 / n) / 3 * hp
```

Integrate by parts with \(F(r)=\tfrac r3f(r)=\tfrac{r^3}{3}(1-e^{-ar^{-n}})\). Its derivative, `hderiv`, is

\[
F'(r)=f(r)-\frac a3\,nr^{2-n}e^{-ar^{-n}}.
\]

The earlier bounds give \(0\le F\le r^3/3\) and \(F\le\tfrac a3r^{3-n}\), so \(F\) vanishes at the origin (`hcont`, `hF0`) and at infinity (`hinf`). Integrating \(F'\) over \((0,\infty)\) therefore gives zero, which is `key`:

\[
\int_0^\infty f\,dr=\frac a3\,a^{-(1-3/n)}\,\Gamma\!\left(1-\frac3n\right)=\frac{a^{3/n}}3\,\Gamma\!\left(1-\frac3n\right).
\]

The subtracted term must also be integrable. Lean assigns the value 0 to a non-integrable integral, whereas the previous lemma gives a positive value; `hg` uses this contradiction.

## The coefficient in physical parameters

```lean
/-- For positive `β`, `ε`, `σ` and real `n > 3`, the soft-sphere virial integral converges and
`B₂ = (2π/3) σ³ (β ε) ^ (3 / n) Γ(1 - 3 / n)`. -/
theorem secondVirial_softSphere {β ε σ n : ℝ} (hβ : 0 < β) (hε : 0 < ε) (hσ : 0 < σ)
    (hn : 3 < n) :
    IntegrableOn (virialIntegrand (softSphere ε σ n) β) (Ioi 0) ∧
    secondVirial (softSphere ε σ n) β =
      2 * π / 3 * σ ^ 3 * (β * ε) ^ (3 / n) * Real.Gamma (1 - 3 / n) := by
  have hn0 : 0 < n := by linarith
  have ha : 0 < β * ε * σ ^ n := by positivity
  -- the parameters enter only through `a = β ε σ ^ n`
  have hE : EqOn (virialIntegrand (softSphere ε σ n) β)
      (reducedIntegrand (β * ε * σ ^ n) n) (Ioi 0) := by
    intro r hr
    have hr0 : 0 < r := hr
    have h : β * (ε * (σ / r) ^ n) = β * ε * σ ^ n * r ^ (-n) := by
      rw [Real.div_rpow hσ.le hr0.le, Real.rpow_neg hr0.le]
      ring
    simp only [virialIntegrand, softSphere, reducedIntegrand, h]
  refine ⟨(integrableOn_congr_fun hE measurableSet_Ioi).2 (reduced_integrable ha hn), ?_⟩
  have hp : (σ ^ n) ^ (3 / n) = σ ^ 3 := by
    rw [← Real.rpow_mul hσ.le, ← Real.rpow_natCast σ 3]
    congr 1
    push_cast
    field_simp
  unfold secondVirial
  rw [setIntegral_congr_fun measurableSet_Ioi hE, reduced_integral ha hn,
    Real.mul_rpow (by positivity) (by positivity), hp]
  ring
```

The symbol `∧` joins two conclusions: the integral converges, and \(B_2\) has the stated value. For \(r>0\), \(\beta u(r)=\beta\varepsilon\sigma^n r^{-n}\), so \(a=\beta\varepsilon\sigma^n\); this is `hE`. Then \(a^{3/n}=(\beta\varepsilon)^{3/n}\sigma^3\), and multiplication by \(2\pi\) finishes the calculation.

For example, take \(n=6\) and \(k_BT=4\varepsilon\). Then \((\beta\varepsilon)^{1/2}=\tfrac12\) and \(\Gamma(\tfrac12)=\sqrt\pi\), so

\[
B_2=\frac{2\pi}{3}\cdot\frac12\cdot\sqrt\pi\,\sigma^3=\frac{\pi^{3/2}}{3}\sigma^3\approx1.856\,\sigma^3.
\]

## The hard-sphere limit

```lean
/-- For positive `β`, `ε` and `σ`, the soft-sphere coefficient tends to the hard-sphere value
`2πσ³/3` as the exponent `n` grows without bound. -/
theorem hardSphere_limit {β ε σ : ℝ} (hβ : 0 < β) (hε : 0 < ε) (hσ : 0 < σ) :
    Tendsto (fun n : ℝ => secondVirial (softSphere ε σ n) β) atTop
      (𝓝 (2 * π / 3 * σ ^ 3)) := by
  have h0 : Tendsto (fun n : ℝ => 3 / n) atTop (𝓝 0) := tendsto_const_nhds.div_atTop tendsto_id
  have h1 : Tendsto (fun n : ℝ => (β * ε) ^ (3 / n)) atTop (𝓝 ((β * ε) ^ (0 : ℝ))) :=
    tendsto_const_nhds.rpow h0 (Or.inl (by positivity))
  -- the Gamma function is continuous at `1`
  have hc : ContinuousAt Real.Gamma 1 := by
    refine (Real.differentiableAt_Gamma fun m h => ?_).continuousAt
    have hm : (0 : ℝ) ≤ m := m.cast_nonneg
    linarith
  have h3 : Tendsto (fun n : ℝ => 1 - 3 / n) atTop (𝓝 1) := by
    simpa using h0.const_sub 1
  have h4 := (h1.const_mul (2 * π / 3 * σ ^ 3)).mul (hc.tendsto.comp h3)
  rw [Real.Gamma_one, Real.rpow_zero, mul_one, mul_one] at h4
  refine h4.congr' ?_
  filter_upwards [eventually_gt_atTop 3] with n hn
  exact (secondVirial_softSphere hβ hε hσ hn).2.symm

end

end SoftSphereVirial
```

`Tendsto … atTop (𝓝 …)` says that \(B_2\) approaches the given value as \(n\to\infty\), with \(\beta,\varepsilon,\sigma\) fixed. Since \(3/n\to0\), the factor \((\beta\varepsilon)^{3/n}\) tends to 1, and continuity of \(\Gamma\) at 1 gives \(\Gamma(1-3/n)\to\Gamma(1)=1\). What remains is \(2\pi\sigma^3/3\approx2.094\,\sigma^3\), the value for hard spheres of diameter \(\sigma\), which no longer depends on temperature.

```lean
#print axioms SoftSphereVirial.secondVirial_softSphere
#print axioms SoftSphereVirial.hardSphere_limit
```

```
'SoftSphereVirial.secondVirial_softSphere' depends on axioms: [propext, Classical.choice, Quot.sound]
'SoftSphereVirial.hardSphere_limit' depends on axioms: [propext, Classical.choice, Quot.sound]
```
